# For a positive definite collision matrix $A$ with diagonal part $D$, Jacobi iteration converges from every start exactly when $2D-A$ is positive definite

The linearised phonon Boltzmann equation is taken as a real linear system $Ax=b$. The collision matrix $A$ is taken in symmetrised form. The vector $x$ then holds the deviations of the mode populations from equilibrium, each divided by $\sqrt{\bar n_i(\bar n_i+1)}$, where $\bar n_i$ is the equilibrium population of mode $i$, and $b$ is the drive, for example from a temperature gradient, scaled in the same way. The modes are labelled by a finite type `n`, vectors are functions `n → ℝ`, and $k$ counts iteration steps.

```lean
import Mathlib

open Matrix Filter Topology

namespace PhononJacobi

noncomputable section

variable {n : Type*} [Fintype n]
```

The diagonal entry $A_{ii}$ is the scattering rate of mode $i$, and $D$ is the diagonal matrix of these rates, written `diagonal A.diag`. The relaxation-time response to a drive $r$ is $D^{-1}r$, which treats each mode as if it relaxed alone.

```lean
/-- Relaxation-time response to a drive `r`: each mode is divided by its own diagonal
scattering rate `A i i`, which must be nonzero. -/
def rta (A : Matrix n n ℝ) (r : n → ℝ) : n → ℝ := fun i => r i / A i i
```

A Jacobi step adds the relaxation-time response to the residual:
$$x\mapsto x+D^{-1}(b-Ax).$$
Started from $x=0$, its first iterate is the relaxation-time solution $D^{-1}b$.

```lean
/-- One Jacobi step for `A x = b`: add the relaxation-time response to the residual.
The diagonal rates of `A` must be nonzero. -/
def jacobiStep (A : Matrix n n ℝ) (b x : n → ℝ) : n → ℝ := x + rta A (b - A *ᵥ x)
```

Let $e=x-A^{-1}b$ be the error. Since $b-Ax=-Ae$, one step changes it by the map
$$S e=e-D^{-1}Ae,$$
which does not involve $b$.

```lean
/-- The map that carries the error of one Jacobi iterate to the next.
The diagonal rates of `A` must be nonzero. -/
def errorStep (A : Matrix n n ℝ) (e : n → ℝ) : n → ℝ := e - rta A (A *ᵥ e)
```

Progress is measured by $E_A(e)=e^{\mathsf T}Ae$. The code calls this `energy`; it is a quadratic form, not the energy of the phonons.

```lean
/-- The quadratic form `eᵀ A e` of a matrix. -/
def energy (A : Matrix n n ℝ) (e : n → ℝ) : ℝ := e ⬝ᵥ A *ᵥ e
```

## Positive definiteness and the quadratic form

Over the reals, `A.PosDef` means that $A^{\mathsf T}=A$ and $E_A(x)>0$ for all $x\neq0$. Physically, scattering damps every nonzero deviation. This is assumed here, not derived from a scattering model. It fails if scattering conserves some nonzero deviation, as happens when energy-conserving phonon collisions are the only process. Adding a positive boundary-scattering rate to every diagonal entry of a positive semidefinite matrix makes it positive definite.

```lean
/-- A real matrix is positive definite exactly when it is symmetric and its quadratic form
is positive on nonzero vectors. -/
theorem posDef_iff {A : Matrix n n ℝ} :
    A.PosDef ↔ Aᵀ = A ∧ ∀ x, x ≠ 0 → 0 < energy A x := by
  rw [Matrix.posDef_iff_dotProduct_mulVec, Matrix.IsHermitian,
    conjTranspose_eq_transpose_of_trivial]
  constructor
  · rintro ⟨hs, h⟩
    exact ⟨hs, fun x hx => by simpa only [star_trivial, energy] using h hx⟩
  · rintro ⟨hs, h⟩
    refine ⟨hs, ?_⟩
    intro x hx
    simpa only [star_trivial, energy] using h x hx
```

Symmetry lets the two arguments of the bilinear form change places: $x^{\mathsf T}Ay=(A^{\mathsf T}x)^{\mathsf T}y=y^{\mathsf T}Ax$.

```lean
/-- The bilinear form of a symmetric matrix is symmetric. -/
theorem form_comm {A : Matrix n n ℝ} (hs : Aᵀ = A) (x y : n → ℝ) :
    x ⬝ᵥ A *ᵥ y = y ⬝ᵥ A *ᵥ x := by
  calc x ⬝ᵥ A *ᵥ y = (x ᵥ* A) ⬝ᵥ y := Matrix.dotProduct_mulVec _ _ _
    _ = (Aᵀ *ᵥ x) ⬝ᵥ y := by rw [Matrix.mulVec_transpose]
    _ = y ⬝ᵥ A *ᵥ x := by rw [hs, dotProduct_comm]
```

Expanding a difference and merging the two cross terms gives
$$E_A(x-y)=E_A(x)-2\,y^{\mathsf T}Ax+E_A(y).$$

```lean
/-- Expansion of the quadratic form of a symmetric matrix on a difference. -/
theorem energy_sub {A : Matrix n n ℝ} (hs : Aᵀ = A) (x y : n → ℝ) :
    energy A (x - y) = energy A x - 2 * (y ⬝ᵥ A *ᵥ x) + energy A y := by
  have h := form_comm hs x y
  simp only [energy, mulVec_sub, dotProduct_sub, sub_dotProduct]
  linarith
```

## From a small quadratic form to small components

Let $M$ be positive definite, and let $y$ solve $My=u_i$, where $u_i$ is the unit vector of mode $i$. Then $w^{\mathsf T}My=w_i$ and $y^{\mathsf T}My=y_i$, so for every real $t$
$$0\le E_M(w-ty)=y_i\,t^2-2w_i\,t+E_M(w).$$
A quadratic that is never negative has discriminant at most zero, so $4w_i^2-4y_iE_M(w)\le0$, that is,
$$w_i^2\le y_i\,E_M(w),\qquad y_i=(M^{-1})_{ii}.$$

The Mathlib lemma `discrim_le_zero` performs the last inference. It takes the inequality for all $t$ (`h1`) and returns the bound on the discriminant, with no need to pick the minimising $t$ or to show first that $y_i>0$. The convergence proof turns on this bound: it converts the decay of a single number into the decay of a vector, without eigenvalues.

```lean
/-- For a positive definite matrix, the square of each component of a vector is bounded by a
fixed multiple of the quadratic form. -/
theorem component_bound [DecidableEq n] {M : Matrix n n ℝ} (hM : M.PosDef) (i : n) :
    ∃ c : ℝ, ∀ w, w i ^ 2 ≤ c * energy M w := by
  have hs := (posDef_iff.mp hM).1
  obtain ⟨y, hy⟩ : ∃ y, M *ᵥ y = Pi.single i 1 :=
    ⟨M⁻¹ *ᵥ Pi.single i 1, by
      rw [mulVec_mulVec, mul_nonsing_inv _ hM.det_pos.ne'.isUnit, one_mulVec]⟩
  refine ⟨y i, fun w => ?_⟩
  -- the form is nonnegative along the line w - t y, so its discriminant is not positive
  have h1 : ∀ t : ℝ, 0 ≤ y i * (t * t) + (-2 * w i) * t + energy M w := by
    intro t
    have h : 0 ≤ energy M (w - t • y) := by
      simpa only [star_trivial, energy] using
        hM.posSemidef.dotProduct_mulVec_nonneg (w - t • y)
    rw [energy_sub hs, form_comm hs (t • y) w] at h
    simp only [energy, mulVec_smul, hy, dotProduct_smul,
      dotProduct_single, mul_one, Pi.smul_apply, smul_eq_mul] at h ⊢
    linarith
  have h2 := discrim_le_zero h1
  unfold discrim at h2
  linarith
```

## The error and its energy

Write $x^*=A^{-1}b$, so that $Ax^*=b$. One step gives
$$x+D^{-1}(b-Ax)-x^*=e-D^{-1}Ae=Se,$$
and induction on $k$ shows that the error after $k$ steps is $S^k$ applied to the initial error. In Lean, `f^[k]` is the $k$-fold iterate of `f`.

```lean
/-- For invertible `A`, the error of the `k`-th Jacobi iterate is the initial error
propagated `k` times by the error map. -/
theorem error_iterate [DecidableEq n] {A : Matrix n n ℝ} (hu : IsUnit A.det)
    (b x : n → ℝ) (k : ℕ) :
    (jacobiStep A b)^[k] x - A⁻¹ *ᵥ b = (errorStep A)^[k] (x - A⁻¹ *ᵥ b) := by
  have hb : A *ᵥ (A⁻¹ *ᵥ b) = b := by rw [mulVec_mulVec, mul_nonsing_inv _ hu, one_mulVec]
  induction k with
  | zero => rfl
  | succ k ih =>
    rw [Function.iterate_succ_apply', Function.iterate_succ_apply', ← ih]
    ext i
    simp only [jacobiStep, errorStep, rta, mulVec_sub, hb, Pi.add_apply, Pi.sub_apply]
    ring
```

Let $w=D^{-1}Ae$ be the correction subtracted from the error, so that $Ae=Dw$. Then
$$E_A(e-w)=E_A(e)-2w^{\mathsf T}Dw+w^{\mathsf T}Aw=E_A(e)-w^{\mathsf T}(2D-A)w.$$
The energy drop is therefore the quadratic form of $2D-A$ at the correction.

```lean
/-- For symmetric `A` with nonzero diagonal part `D`, one step lowers the error energy by the
quadratic form of `2D - A` at the correction `D⁻¹ A e`. -/
theorem energy_drop [DecidableEq n] {A : Matrix n n ℝ} (hs : Aᵀ = A)
    (hd : ∀ i, A i i ≠ 0) (e : n → ℝ) :
    energy A (errorStep A e) =
      energy A e - energy ((2 : ℝ) • diagonal A.diag - A) (rta A (A *ᵥ e)) := by
  have h : diagonal A.diag *ᵥ rta A (A *ᵥ e) = A *ᵥ e := by
    ext i
    have := hd i
    simp only [mulVec_diagonal, rta, diag_apply]
    field_simp
  rw [errorStep, energy_sub hs]
  simp only [energy, sub_mulVec, smul_mulVec, h, dotProduct_sub, dotProduct_smul, smul_eq_mul]
  ring
```

A numerical instance, with numbers chosen for easy arithmetic and not taken from a scattering model: take $A=\begin{pmatrix}2&1\\1&2\end{pmatrix}$ and $b=(3,3)$, with solution $(1,1)$. From $x=(0,0)$ the iterates are $(\tfrac32,\tfrac32)$, then $(\tfrac34,\tfrac34)$, and the errors are $-1,\ \tfrac12,\ -\tfrac14$ in each component. The energy first falls from $6$ to $\tfrac32$. The correction is $w=(-\tfrac32,-\tfrac32)$, and $w^{\mathsf T}(2D-A)w=2\cdot\tfrac94=\tfrac92$, which is the drop.

The proof that convergence forces $2D-A$ to be positive definite also uses a second property of $S$. From
$$(Sx)^{\mathsf T}Ay=x^{\mathsf T}Ay-\sum_i\frac{(Ax)_i(Ay)_i}{A_{ii}},$$
whose right side is symmetric in $x$ and $y$, it follows that $S$ is self-adjoint in the $A$-form. Hence $(S^2e)^{\mathsf T}Ae=E_A(Se)$, and
$$0\le E_A(e-S^2e)=E_A(e)-2E_A(Se)+E_A(S^2e).$$
The energy is thus a convex function of the step number.

```lean
/-- For positive definite `A`, twice the error energy after one step is at most the sum of the error
energies before that step and after two steps. -/
theorem energy_convex {A : Matrix n n ℝ} (hA : A.PosDef) (e : n → ℝ) :
    2 * energy A (errorStep A e) ≤ energy A e + energy A (errorStep A (errorStep A e)) := by
  have hs := (posDef_iff.mp hA).1
  have key : ∀ x y, errorStep A x ⬝ᵥ A *ᵥ y =
      x ⬝ᵥ A *ᵥ y - ∑ i, (A *ᵥ x) i * (A *ᵥ y) i / A i i := by
    intro x y
    simp only [errorStep, rta, dotProduct, Pi.sub_apply, ← Finset.sum_sub_distrib]
    exact Finset.sum_congr rfl fun i _ => by ring
  -- the error map is self-adjoint in the A-form
  have adj : errorStep A (errorStep A e) ⬝ᵥ A *ᵥ e = energy A (errorStep A e) := by
    rw [energy, key (errorStep A e) e, key e (errorStep A e), form_comm hs e]
    simp only [mul_comm]
  have h : 0 ≤ energy A (e - errorStep A (errorStep A e)) := by
    simpa only [star_trivial, energy] using
      hA.posSemidef.dotProduct_mulVec_nonneg (e - errorStep A (errorStep A e))
  rw [energy_sub hs, adj] at h
  linarith
```

## The convergence criterion

The theorem fixes a positive definite $A$ and any drive $b$. Its left side says that for every start `x` the iterates tend to `A⁻¹ *ᵥ b`, component by component; its right side says that $2D-A$ is positive definite. It gives no convergence rate and does not treat rounding errors.

**Convergence forces positivity.** Suppose $w\ne0$ and $w^{\mathsf T}(2D-A)w\le0$. The initial error $e=A^{-1}Dw$ is nonzero and has first correction $w$. With $E_k=E_A(S^ke)$, the drop formula gives $E_1\ge E_0$, and convexity gives
$$E_{k+2}-E_{k+1}\ge E_{k+1}-E_k\ge0.$$
So $E_k\ge E_0>0$ for all $k$ (`grow`, `mono`), whereas convergence from $A^{-1}b+e$ would make $E_k$ tend to $0$.

**Positivity gives convergence.** For an arbitrary start, let $e_k$ be the error after $k$ steps and $w_k=D^{-1}Ae_k$. The energies $E_A(e_k)$ decrease and are bounded below by $0$, so they converge (`tendsto_atTop_ciInf`), and their successive differences $w_k^{\mathsf T}(2D-A)w_k$ tend to $0$ (`hQ`). The component bound with $M=2D-A$ gives $w_k\to0$ (`hw`), and then $e_k=A^{-1}Dw_k\to0$ (`hlim`).

```lean
/-- For a positive definite collision matrix `A` with diagonal part `D`, the Jacobi iteration
converges to `A⁻¹ b` from every start if and only if `2D - A` is positive definite. -/
theorem jacobi_converges_iff [DecidableEq n] {A : Matrix n n ℝ} (hA : A.PosDef) (b : n → ℝ) :
    (∀ x, Tendsto (fun k => (jacobiStep A b)^[k] x) atTop (𝓝 (A⁻¹ *ᵥ b))) ↔
      ((2 : ℝ) • diagonal A.diag - A).PosDef := by
  obtain ⟨hs, hpos⟩ := posDef_iff.mp hA
  have hd : ∀ i, A i i ≠ 0 := fun i => hA.diag_pos.ne'
  have hu : IsUnit A.det := hA.det_pos.ne'.isUnit
  constructor
  · intro h
    refine posDef_iff.mpr ⟨by
      rw [transpose_sub, transpose_smul, diagonal_transpose, hs], fun w hw => ?_⟩
    by_contra hneg
    have hneg := not_lt.mp hneg
    -- an initial error whose first correction is w
    obtain ⟨e, he⟩ : ∃ e, A *ᵥ e = fun i => A i i * w i :=
      ⟨A⁻¹ *ᵥ (fun i => A i i * w i), by
        rw [mulVec_mulVec, mul_nonsing_inv _ hu, one_mulVec]⟩
    have hr : rta A (A *ᵥ e) = w := by
      rw [he]
      ext i
      exact mul_div_cancel_left₀ _ (hd i)
    have he0 : e ≠ 0 := by
      intro h0
      apply hw
      rw [← hr, h0]
      ext i
      simp [rta]
    -- by convexity the energy never decreases
    have grow : ∀ k, energy A ((errorStep A)^[k] e) ≤ energy A ((errorStep A)^[k + 1] e) := by
      intro k
      induction k with
      | zero =>
        have h1 := energy_drop hs hd e
        rw [hr] at h1
        change energy A e ≤ energy A (errorStep A e)
        linarith
      | succ k ih =>
        have c := energy_convex hA ((errorStep A)^[k] e)
        simp only [Function.iterate_succ_apply'] at ih ⊢
        linarith
    have mono : Monotone (fun k => energy A ((errorStep A)^[k] e)) :=
      monotone_nat_of_le_succ grow
    have lim := (h (A⁻¹ *ᵥ b + e)).sub_const (A⁻¹ *ᵥ b)
    simp only [error_iterate hu, add_sub_cancel_left, sub_self] at lim
    have cont : Continuous (energy A) := by
      unfold energy
      simp only [dotProduct, Matrix.mulVec]
      fun_prop
    have lim0 := (cont.tendsto' 0 0 (by simp [energy])).comp lim
    have hle : energy A e ≤ 0 := ge_of_tendsto' lim0 fun k => mono (Nat.zero_le k)
    linarith [hpos e he0]
  · intro hM x
    obtain ⟨e, he⟩ : ∃ e : ℕ → n → ℝ, ∀ k, e k = (errorStep A)^[k] (x - A⁻¹ *ᵥ b) :=
      ⟨_, fun _ => rfl⟩
    have drop : ∀ k, energy A (e (k + 1)) = energy A (e k) -
        energy ((2 : ℝ) • diagonal A.diag - A) (rta A (A *ᵥ e k)) := by
      intro k
      rw [he (k + 1), Function.iterate_succ_apply', ← he k]
      exact energy_drop hs hd _
    have step : ∀ k, energy A (e (k + 1)) ≤ energy A (e k) := by
      intro k
      have h : 0 ≤ energy ((2 : ℝ) • diagonal A.diag - A) (rta A (A *ᵥ e k)) := by
        simpa only [star_trivial, energy] using
          hM.posSemidef.dotProduct_mulVec_nonneg (rta A (A *ᵥ e k))
      linarith [drop k]
    have anti : Antitone (fun k => energy A (e k)) := antitone_nat_of_succ_le step
    have lim := tendsto_atTop_ciInf anti ⟨0, by
      rintro _ ⟨k, rfl⟩
      simpa only [star_trivial, energy] using hA.posSemidef.dotProduct_mulVec_nonneg (e k)⟩
    -- the energies converge, so the drops and then the corrections vanish
    have hQ : Tendsto (fun k => energy ((2 : ℝ) • diagonal A.diag - A) (rta A (A *ᵥ e k)))
        atTop (𝓝 0) := by
      have h := lim.sub (lim.comp (tendsto_add_atTop_nat 1))
      rw [sub_self] at h
      refine h.congr fun k => ?_
      simp only [Function.comp_apply]
      linarith [drop k]
    have hw : Tendsto (fun k => rta A (A *ᵥ e k)) atTop (𝓝 0) := by
      rw [tendsto_pi_nhds]
      intro i
      obtain ⟨c, hc⟩ := component_bound hM i
      have hr := (hQ.const_mul c).sqrt
      rw [mul_zero, Real.sqrt_zero] at hr
      exact squeeze_zero_norm (fun k => Real.abs_le_sqrt (hc _)) hr
    -- the error is recovered continuously from the correction
    have cont : Continuous (fun v : n → ℝ => A⁻¹ *ᵥ fun i => A i i * v i) := by
      refine continuous_pi fun j => ?_
      simp only [Matrix.mulVec, dotProduct]
      fun_prop
    have hlim : Tendsto e atTop (𝓝 0) := by
      refine ((cont.tendsto' 0 0 (by ext j; simp [Matrix.mulVec, dotProduct])).comp hw).congr
        fun k => ?_
      have h : (fun i => A i i * rta A (A *ᵥ e k) i) = A *ᵥ e k := by
        ext i
        have := hd i
        simp only [rta]
        field_simp
      simp only [Function.comp_apply]
      rw [h, mulVec_mulVec, nonsing_inv_mul _ hu, one_mulVec]
    have hfin := hlim.add_const (A⁻¹ *ᵥ b)
    rw [zero_add] at hfin
    refine hfin.congr fun k => ?_
    rw [he k, ← error_iterate hu, sub_add_cancel]
```

For iterative solvers of the linearised phonon Boltzmann equation, restricted to finitely many modes and a positive definite matrix, the criterion tells when repeated relaxation-time corrections converge to the full solution from every start.

## Two modes and three

With two modes, numbered $0$ and $1$, passing from $A$ to $2D-A$ only reverses the sign of the coupling. Flipping the sign of one component undoes this:
$$E_{2D-A}(v_0,v_1)=E_A(v_0,-v_1)>0\quad\text{for }v\ne0.$$
Positive definiteness of $A$ is then sufficient by itself.

```lean
/-- For two phonon modes, the Jacobi iteration with a positive definite collision matrix
converges to `A⁻¹ b` from every start. -/
theorem two_modes_converge {A : Matrix (Fin 2) (Fin 2) ℝ} (hA : A.PosDef) (b x : Fin 2 → ℝ) :
    Tendsto (fun k => (jacobiStep A b)^[k] x) atTop (𝓝 (A⁻¹ *ᵥ b)) := by
  obtain ⟨hs, hpos⟩ := posDef_iff.mp hA
  refine (jacobi_converges_iff hA b).mpr (posDef_iff.mpr ⟨by
    rw [transpose_sub, transpose_smul, diagonal_transpose, hs], fun v hv => ?_⟩) x
  -- flipping the sign of one mode turns 2D - A into A
  have h : energy ((2 : ℝ) • diagonal A.diag - A) v = energy A ![v 0, -v 1] := by
    simp [energy, dotProduct, Matrix.mulVec, Fin.sum_univ_two, diagonal_apply]
    ring
  rw [h]
  refine hpos _ fun h0 => hv ?_
  have h1 : v 0 = 0 := congrFun h0 0
  have h2 : -v 1 = 0 := congrFun h0 1
  ext i
  fin_cases i
  · exact h1
  · exact neg_eq_zero.mp h2
```

With three modes it is not. Take unit rates and all couplings equal to $\tfrac34$. This matrix is an algebraic counterexample and is not claimed to come from a phonon scattering process.

```lean
/-- Three modes with unit rates and equal couplings `3/4`. -/
def threeModes : Matrix (Fin 3) (Fin 3) ℝ :=
  !![1, 3/4, 3/4; 3/4, 1, 3/4; 3/4, 3/4, 1]
```

This matrix is positive definite, because
$$E_A(x)=\tfrac14(x_0^2+x_1^2+x_2^2)+\tfrac34(x_0+x_1+x_2)^2.$$
Each row sums to $\tfrac52$, so $S(1,1,1)=(1-\tfrac52)(1,1,1)=-\tfrac32(1,1,1)$. For every drive $b$, the error that starts as $(1,1,1)$ is $(-\tfrac32)^k(1,1,1)$ after $k$ steps: it alternates in sign, and each component grows in size as $(\tfrac32)^k$. In the proof, `hE` is the sum of squares and `hstep` the factor $-\tfrac32$.

```lean
/-- The three-mode matrix is positive definite, yet the Jacobi error that starts as `(1,1,1)`
equals `(-3/2)^k (1,1,1)` after `k` steps. -/
theorem three_modes_diverge : threeModes.PosDef ∧ ∀ (b : Fin 3 → ℝ) (k : ℕ),
    (jacobiStep threeModes b)^[k] (threeModes⁻¹ *ᵥ b + fun _ => 1) - threeModes⁻¹ *ᵥ b =
      fun _ => (-3/2 : ℝ) ^ k := by
  have hP : threeModes.PosDef := by
    refine posDef_iff.mpr ⟨by
      ext i j
      fin_cases i <;> fin_cases j <;> simp [threeModes], fun x hx => ?_⟩
    have hE : energy threeModes x =
        1/4 * (x 0 ^ 2 + x 1 ^ 2 + x 2 ^ 2) + 3/4 * (x 0 + x 1 + x 2) ^ 2 := by
      simp [energy, threeModes, dotProduct, Matrix.mulVec, Fin.sum_univ_three]
      ring
    obtain ⟨i, hi⟩ := Function.ne_iff.mp hx
    have hi' : x i ≠ 0 := hi
    have hsum : 0 < ∑ j, x j ^ 2 :=
      Finset.sum_pos' (fun j _ => sq_nonneg (x j)) ⟨i, Finset.mem_univ i, by positivity⟩
    rw [Fin.sum_univ_three] at hsum
    rw [hE]
    linarith [sq_nonneg (x 0 + x 1 + x 2)]
  refine ⟨hP, fun b k => ?_⟩
  -- the uniform error is multiplied by -3/2 at each step
  have hstep : ∀ c : ℝ, errorStep threeModes (fun _ => c) = fun _ => -3/2 * c := by
    intro c
    ext i
    fin_cases i <;>
      simp [errorStep, rta, threeModes, dotProduct, Fin.sum_univ_three] <;> ring
  rw [error_iterate hP.det_pos.ne'.isUnit, add_sub_cancel_left]
  induction k with
  | zero => simp
  | succ k ih => rw [Function.iterate_succ_apply', ih, hstep, pow_succ']

end

end PhononJacobi
```

```lean
#print axioms PhononJacobi.jacobi_converges_iff
-- 'PhononJacobi.jacobi_converges_iff' depends on axioms: [propext, Classical.choice, Quot.sound]
#print axioms PhononJacobi.two_modes_converge
-- 'PhononJacobi.two_modes_converge' depends on axioms: [propext, Classical.choice, Quot.sound]
#print axioms PhononJacobi.three_modes_diverge
-- 'PhononJacobi.three_modes_diverge' depends on axioms: [propext, Classical.choice, Quot.sound]
```
